# Permuting the joint states of three independent units of polarisation \(e\in[0,1]\) gives the first at most \((3e-e^3)/2\)

Let three independent two-level units each occupy state 0 with probability \((1+e)/2\), where \(0\le e\le 1\). Over all permutations of their eight joint states, the greatest value of the polarisation \(P(0)-P(1)\) of the first unit is

\[
\frac{3e-e^3}{2}.
\]

Exchanging the joint states 011 and 100 attains it. The same number is an upper bound for every doubly stochastic redistribution of the populations, and for every unitary acting on the diagonal three-unit state.

The physical problem is to prepare one cold two-level system from several warmer ones. If state 0 is the lower level, \(\Delta\) the level splitting, \(k_B\) Boltzmann's constant and \(T_{\mathrm{th}}\) the temperature, then thermal occupation gives \(e=\tanh(\Delta/2k_BT_{\mathrm{th}})\). At fixed splitting, a larger polarisation means a colder unit. The operation considered here is a single compression step, which moves entropy from the first unit to the other two. Algorithmic cooling schemes often alternate such steps with resets by a bath, and a reset is a different kind of map.

## Where a simulation uses the number

The bound concerns qubit initialisation in quantum computing, for three initially independent qubits of equal polarisation, with no coherence between states 0 and 1. A code that applies gates to this initial state can compare the first qubit's polarisation with \((3e-e^3)/2\). An excess beyond rounding, and beyond sampling error if the polarisation is estimated from a finite number of shots, points to a wrong initial state, a map that is not unitary, or a faulty read-out. A value below the bound does not show that the gates are correct.

A code that follows cooling round by round, with the exchange of 011 and 100 as its compression step, may also replace the eight-state update by the scalar map \(e\mapsto(3e-e^3)/2\). This is valid for a round whose three input units are independent and equally polarised. Units that have already been compressed together are in general correlated, so they do not meet that condition.

## From eight probabilities to the bound

Write a joint state as \(x=(i,j,k)\), with the first entry belonging to the unit to be cooled, and let \(p(x)\) be its initial probability. By independence, the probabilities are

- \((1+e)^3/8\) for 000;
- \(c=(1+e)^2(1-e)/8\) for each of the three states with a single 1;
- \((1+e)(1-e)^2/8\) for each of the three states with two 1s;
- \((1-e)^3/8\) for 111.

They add up to \(\left[(1+e)+(1-e)\right]^3/8=1\).

**Only 000 can exceed \(c\).** The states with a single 1 have probability exactly \(c\). For the others,

\[
c-\frac{(1+e)(1-e)^2}{8}=\frac{e(1-e)(1+e)}{4}\ge 0,
\qquad
c-\frac{(1-e)^3}{8}=\frac{e(1-e)}{2}\ge 0 .
\]

The state 000 lies above \(c\) by

\[
d=\frac{(1+e)^3}{8}-c=\frac{e(1+e)^2}{4}\ge 0 .
\]

**Four units of weight.** Let \(0\le w(x)\le 1\) and \(\sum_x w(x)=4\). For \(x\ne 000\) we have \(w(x)p(x)\le c\,w(x)\). For 000 we have \(w(x)p(x)=c\,w(x)+d\,w(x)\le c\,w(x)+d\). Summing over the eight states gives

\[
\sum_x w(x)p(x)\le 4c+d=\frac{(1+e)^2(2-e)}{4}=\frac{2+3e-e^3}{4}.
\]

**Doubly stochastic maps.** Let \(T(y,x)\ge 0\) be the fraction of the population of \(x\) that is sent to \(y\), with all row sums and all column sums equal to one. With \(z\) running over the four states of the other two units, define

\[
w(x)=\sum_z T((0,z),x).
\]

This weight is nonnegative. It is at most one because the rest of column \(x\) is nonnegative and the column sums to one. Its total is four because it collects four complete rows. The final probability that the first unit is in 0 is therefore

\[
P(0)=\sum_x w(x)p(x)\le\frac{2+3e-e^3}{4}.
\]

Column sums of one conserve total probability, so \(P(0)+P(1)=1\) and

\[
P(0)-P(1)=2P(0)-1\le\frac{3e-e^3}{2}.
\]

**Permutations and unitaries.** A permutation \(\sigma\) is the case \(T(y,x)=1\) if \(x=\sigma^{-1}(y)\), and 0 otherwise. For a unitary \(U\) acting on the diagonal density matrix \(D\) with entries \(p(x)\), the new populations are

\[
(UDU^\dagger)_{yy}=\sum_x |U_{yx}|^2p(x).
\]

The rows of \(|U_{yx}|^2\) sum to one by \(UU^\dagger=1\), and the columns by \(U^\dagger U=1\).

**Attainment.** Exchanging 011 and 100 raises \(P(0)\) by

\[
\frac{(1+e)^2(1-e)-(1+e)(1-e)^2}{8}=\frac{e(1-e^2)}{4}.
\]

The polarisation rises by twice this amount, from \(e\) to \(e+e(1-e^2)/2=(3e-e^3)/2\). The gain is strictly positive for \(0<e<1\).

**Weak polarisation and the endpoints.** For \(e>0\) the ratio of final to initial polarisation is \((3-e^2)/2\), which tends to \(3/2\) as \(e\to0\). At \(e=0\) all eight probabilities are equal and no permutation changes anything. At \(e=1\) the whole population is already in 000, and the maximum is 1.

## Lean source for the maximum and the unitary bound

```lean
import Mathlib

open Matrix

namespace AlgorithmicCooling

noncomputable section

/-- The joint states of three two-level units; the first entry belongs to the unit to be cooled. -/
abbrev Joint := Fin 2 × Fin 2 × Fin 2

/-- The occupation of a level of one unit: `(1 + e)/2` for state 0 and `(1 - e)/2` for state 1. -/
def occ (e : ℝ) (i : Fin 2) : ℝ := if i = 0 then (1 + e) / 2 else (1 - e) / 2

/-- The probability of a joint state of three independent units with equal polarisation `e`. -/
def joint (e : ℝ) (x : Joint) : ℝ := occ e x.1 * occ e x.2.1 * occ e x.2.2

/-- The polarisation `P(0) - P(1)` of the first unit in a joint distribution `q`. -/
def polarisation (q : Joint → ℝ) : ℝ :=
  (∑ z : Fin 2 × Fin 2, q (0, z)) - ∑ z : Fin 2 × Fin 2, q (1, z)

/-- The distribution after the permutation `σ` has carried the population of each `x` to `σ x`. -/
def permute (σ : Equiv.Perm Joint) (q : Joint → ℝ) : Joint → ℝ := fun y => q (σ.symm y)

lemma occ_zero (e : ℝ) : occ e 0 = (1 + e) / 2 := by simp [occ]

lemma occ_one (e : ℝ) : occ e 1 = (1 - e) / 2 := by simp [occ]

/-- The probabilities of the eight joint states add up to one. -/
theorem joint_sum (e : ℝ) : ∑ x, joint e x = 1 := by
  simp only [Fintype.sum_prod_type, Fin.sum_univ_two, joint, occ_zero, occ_one]
  ring

/-- For `e` in `[0,1]`, every joint state other than 000 has probability at most
`(1 + e)²(1 - e)/8`. -/
theorem joint_le {e : ℝ} (h0 : 0 ≤ e) (h1 : e ≤ 1) (x : Joint) (hx : x ≠ (0, 0, 0)) :
    joint e x ≤ (1 + e) ^ 2 * (1 - e) / 8 := by
  have two : ∀ i : Fin 2, i = 0 ∨ i = 1 := by decide
  have ha : 0 ≤ e * (1 - e) := mul_nonneg h0 (by linarith)
  have hb : 0 ≤ e * (1 - e) * (1 + e) := mul_nonneg ha (by linarith)
  obtain ⟨i, j, k⟩ := x
  -- the state 000 is excluded; the other seven are compared directly
  rcases two i with rfl | rfl <;> rcases two j with rfl | rfl <;>
    rcases two k with rfl | rfl <;>
    first
    | exact absurd rfl hx
    | (simp only [joint, occ_zero, occ_one]; nlinarith [ha, hb])

/-- For `e` in `[0,1]`, weights between 0 and 1 with total four collect at most
`(2 + 3e - e³)/4` of the joint probability. -/
theorem filling_bound {e : ℝ} (h0 : 0 ≤ e) (h1 : e ≤ 1) (w : Joint → ℝ)
    (hw0 : ∀ x, 0 ≤ w x) (hw1 : ∀ x, w x ≤ 1) (hw : ∑ x, w x = 4) :
    ∑ x, w x * joint e x ≤ (2 + 3 * e - e ^ 3) / 4 := by
  have hd : 0 ≤ e * (1 + e) ^ 2 / 4 := by positivity
  -- only the state 000 can exceed the threshold probability
  have key : ∀ x, w x * joint e x ≤ (1 + e) ^ 2 * (1 - e) / 8 * w x +
      (if x = (0, 0, 0) then e * (1 + e) ^ 2 / 4 else 0) := by
    intro x
    by_cases hx : x = (0, 0, 0)
    · have hp : joint e x = (1 + e) ^ 2 * (1 - e) / 8 + e * (1 + e) ^ 2 / 4 := by
        rw [hx]
        simp only [joint, occ_zero]
        ring
      rw [if_pos hx, hp]
      linarith [mul_le_mul_of_nonneg_left (hw1 x) hd]
    · rw [if_neg hx]
      linarith [mul_le_mul_of_nonneg_left (joint_le h0 h1 x hx) (hw0 x)]
  have hs := Finset.sum_le_sum (fun x (_ : x ∈ Finset.univ) => key x)
  rw [Finset.sum_add_distrib, ← Finset.mul_sum, hw, Finset.sum_ite_eq',
    if_pos (Finset.mem_univ _)] at hs
  linarith

/-- For `e` in `[0,1]`, no doubly stochastic redistribution of the joint populations gives the
first unit a polarisation above `(3e - e³)/2`. -/
theorem stochastic_bound {e : ℝ} (h0 : 0 ≤ e) (h1 : e ≤ 1) (T : Joint → Joint → ℝ)
    (hT : ∀ y x, 0 ≤ T y x) (hr : ∀ y, ∑ x, T y x = 1) (hc : ∀ x, ∑ y, T y x = 1) :
    polarisation (fun y => ∑ x, T y x * joint e x) ≤ (3 * e - e ^ 3) / 2 := by
  have hcol : ∀ x, ∑ z : Fin 2 × Fin 2, T (0, z) x + ∑ z : Fin 2 × Fin 2, T (1, z) x = 1 := by
    intro x
    have h := hc x
    rwa [Fintype.sum_prod_type, Fin.sum_univ_two] at h
  have hfour : ∑ x, ∑ z : Fin 2 × Fin 2, T (0, z) x = 4 := by
    rw [Finset.sum_comm]
    simp only [hr]
    norm_num
  -- the weights feeding state 0 of the first unit obey the filling bound
  have hfill := filling_bound h0 h1 (fun x => ∑ z : Fin 2 × Fin 2, T (0, z) x)
    (fun x => Finset.sum_nonneg fun z _ => hT _ _)
    (fun x => by
      have hn : 0 ≤ ∑ z : Fin 2 × Fin 2, T (1, z) x := Finset.sum_nonneg fun z _ => hT _ _
      linarith [hcol x]) hfour
  have hzero : ∑ z : Fin 2 × Fin 2, ∑ x, T (0, z) x * joint e x =
      ∑ x, (∑ z : Fin 2 × Fin 2, T (0, z) x) * joint e x := by
    simp only [Finset.sum_mul]
    exact Finset.sum_comm
  -- total probability is conserved
  have htot : ∑ y, ∑ x, T y x * joint e x = 1 := by
    rw [Finset.sum_comm]
    simp only [← Finset.sum_mul, hc, one_mul]
    exact joint_sum e
  rw [Fintype.sum_prod_type, Fin.sum_univ_two] at htot
  unfold polarisation
  linarith

/-- Exchanging the joint states 011 and 100 gives the first unit the polarisation
`(3e - e³)/2`. -/
theorem swap_polarisation (e : ℝ) :
    polarisation (permute (Equiv.swap (0, 1, 1) (1, 0, 0)) (joint e)) = (3 * e - e ^ 3) / 2 := by
  simp [polarisation, permute, Fintype.sum_prod_type, Equiv.swap_apply_def, joint,
    occ_zero, occ_one]
  ring

/-- For `e` in `[0,1]`, the largest polarisation of the first unit over all permutations of the
eight joint states is `(3e - e³)/2`. -/
theorem optimal_cooling {e : ℝ} (h0 : 0 ≤ e) (h1 : e ≤ 1) :
    IsGreatest (Set.range fun σ : Equiv.Perm Joint => polarisation (permute σ (joint e)))
      ((3 * e - e ^ 3) / 2) := by
  refine ⟨⟨_, swap_polarisation e⟩, ?_⟩
  rintro _ ⟨σ, rfl⟩
  -- a permutation is a doubly stochastic process with entries 0 and 1
  have h := stochastic_bound h0 h1 (fun y x => if x = σ.symm y then 1 else 0)
    (fun y x => by split_ifs <;> norm_num)
    (fun y => by simp only [Finset.sum_ite_eq', Finset.mem_univ, if_true])
    (fun x => (Equiv.sum_comp σ.symm (fun y => if x = y then (1 : ℝ) else 0)).trans (by simp))
  simp only [ite_mul, one_mul, zero_mul, Finset.sum_ite_eq', Finset.mem_univ, if_true] at h
  exact h

/-- The squared moduli in each row of a matrix with `U Uᴴ = 1` add up to one. -/
theorem row_normSq (U : Matrix Joint Joint ℂ) (hU : U * Uᴴ = 1) (y : Joint) :
    ∑ x, Complex.normSq (U y x) = 1 := by
  have h : ((U * Uᴴ) y y).re = 1 := by rw [hU, Matrix.one_apply_eq, Complex.one_re]
  rw [Matrix.mul_apply, Complex.re_sum] at h
  rw [← h]
  refine Finset.sum_congr rfl fun x _ => ?_
  simp only [Matrix.conjTranspose_apply, Complex.star_def, Complex.mul_re, Complex.conj_re,
    Complex.conj_im, Complex.normSq_apply]
  ring

/-- For `e` in `[0,1]`, no unitary acting on the diagonal state of the three units gives the
first unit a polarisation above `(3e - e³)/2`. -/
theorem unitary_bound {e : ℝ} (h0 : 0 ≤ e) (h1 : e ≤ 1) (U : Matrix Joint Joint ℂ)
    (hU : U ∈ Matrix.unitaryGroup Joint ℂ) :
    polarisation (fun y =>
      ((U * Matrix.diagonal (fun x => (joint e x : ℂ)) * Uᴴ) y y).re) ≤ (3 * e - e ^ 3) / 2 := by
  have hl : U * Uᴴ = 1 := Matrix.mem_unitaryGroup_iff.mp hU
  have hr : Uᴴ * U = 1 := Matrix.mem_unitaryGroup_iff'.mp hU
  -- the new populations are mixed by the squared moduli of the entries of U
  have hq : (fun y => ((U * Matrix.diagonal (fun x => (joint e x : ℂ)) * Uᴴ) y y).re) =
      fun y => ∑ x, Complex.normSq (U y x) * joint e x := by
    funext y
    rw [Matrix.mul_apply, Complex.re_sum]
    refine Finset.sum_congr rfl fun x _ => ?_
    simp only [Matrix.mul_diagonal, Matrix.conjTranspose_apply, Complex.star_def,
      Complex.mul_re, Complex.mul_im, Complex.ofReal_re, Complex.ofReal_im, Complex.conj_re,
      Complex.conj_im, Complex.normSq_apply]
    ring
  rw [hq]
  refine stochastic_bound h0 h1 (fun y x => Complex.normSq (U y x))
    (fun y x => Complex.normSq_nonneg _) (row_normSq U hl) (fun x => ?_)
  have h := row_normSq Uᴴ (by rw [Matrix.conjTranspose_conjTranspose]; exact hr) x
  simpa only [Matrix.conjTranspose_apply, Complex.star_def, Complex.normSq_conj] using h

/-- For `0 < e < 1`, the value `(3e - e³)/2` is strictly larger than the initial
polarisation `e`. -/
theorem cooling_gain {e : ℝ} (h0 : 0 < e) (h1 : e < 1) : e < (3 * e - e ^ 3) / 2 := by
  have h : 0 < e * (1 - e) * (1 + e) :=
    mul_pos (mul_pos h0 (by linarith)) (by linarith)
  linarith

end

end AlgorithmicCooling
```

```lean
#print axioms AlgorithmicCooling.swap_polarisation
#print axioms AlgorithmicCooling.optimal_cooling
#print axioms AlgorithmicCooling.unitary_bound
#print axioms AlgorithmicCooling.cooling_gain
```

```
'AlgorithmicCooling.swap_polarisation' depends on axioms: [propext, Classical.choice, Quot.sound]
'AlgorithmicCooling.optimal_cooling' depends on axioms: [propext, Classical.choice, Quot.sound]
'AlgorithmicCooling.unitary_bound' depends on axioms: [propext, Classical.choice, Quot.sound]
'AlgorithmicCooling.cooling_gain' depends on axioms: [propext, Classical.choice, Quot.sound]
```

## What the theorems say about populations and gates

The type `Joint` is the set of eight triples, and `joint e x` is \(p(x)\), the product of three single-unit occupations `occ`. Independence and equal polarisation are thus built into the definition. The letter `e` is the initial polarisation, often written \(\varepsilon\); it is neither a charge nor the base of the natural logarithm. The function `polarisation` subtracts the two marginal sums of the first unit.

In `permute`, the population of `x` moves to `σ x`, so the new value at `y` is read from `σ.symm y`. A code that gathers with \(\sigma\) instead applies the inverse permutation. The maximum is the same, and the exchange of 011 and 100 is its own inverse.

`optimal_cooling` says that for \(0\le e\le1\) the number \((3e-e^3)/2\) is the `IsGreatest` element of the set of polarisations reached by permutations: it belongs to the set, and no member exceeds it. The condition \(0\le e\) matters, since for \(-1\le e<0\) the formula is negative while flipping the first unit gives \(-e>0\).

`stochastic_bound` takes a real array `T y x`, target first and source second, with nonnegative entries and unit row and column sums. Nonnegativity and unit column sums alone would not suffice for \(e<1\): a reset of every joint state to 000 satisfies both and gives polarisation 1.

`unitary_bound` takes any complex matrix in the unitary group on the eight joint states. It reads populations as the real parts of the diagonal entries after conjugation; coherences may be present in the final state but do not enter the polarisation. The theorem gives the upper bound. Attainment by a unitary follows from the permutation result, because the exchange of two basis states is itself unitary.

Using the unitary bound for a device assumes that, during the operation, the three units are isolated from their surroundings except for classical control fields. Unequal polarisations, initial coherences or correlations, and larger registers would need other theorems, and nothing is said about gate count or duration.

## How the lemmas produce the maximum

`joint_sum` expands the eight probabilities and adds them. `joint_le` splits into the eight joint states, discards 000 by hypothesis, and compares the other seven with \(c\). The nonnegative products supplied to `nlinarith` are the ones in the two differences computed above, up to positive factors.

In `filling_bound`, the intermediate statement `key` is the inequality for a single state, with \(d\) added only at 000. `Finset.sum_le_sum` adds the eight inequalities, and the total weight of four turns the right-hand side into \(4c+d\).

`stochastic_bound` applies this to the weights \(w(x)\). Its step `hcol` splits a column into the parts feeding states 0 and 1 of the first unit, and `hfour` exchanges the order of summation to find the total weight. Then `hzero` identifies \(P(0)\) with the weighted sum, `htot` supplies \(P(0)+P(1)=1\), and `linarith` combines them into the polarisation bound.

`swap_polarisation` evaluates the exchange of 011 and 100 directly, and its identity holds for every real `e`. `optimal_cooling` uses it for membership in the set, and obtains the upper bound by writing a permutation as an array of zeros and ones.

For unitaries, `row_normSq` derives unit row sums of squared moduli from \(UU^\dagger=1\). `unitary_bound` uses it once for \(U\) and once for \(U^\dagger\), the second use giving the column sums. Its step `hq` is the formula for the new populations, after which the doubly stochastic bound applies. Finally, `cooling_gain` proves the strict improvement for \(0<e<1\) from the positivity of \(e(1-e)(1+e)\), which is twice the gain.
